# A slope error in a free zero-energy partial wave: bounded relative error outward, divergence toward the origin

For a free particle with zero energy and angular momentum quantum number $l$, write the radial part of the wave function as $u(r)/r$. Then $u''=l(l+1)u/r^2$. This radial equation is of second order, and for $l\ge1$ it is singular at $r=0$. Here a partial wave is a pair of real functions $(u,v)$ that satisfies the first-order system

$$u'(r)=v(r),\qquad v'(r)=\frac{l(l+1)}{r^2}\,u(r)\qquad (r>0),$$

with no condition at the origin. This is also the form in which many integrators store the problem, as a value and a slope. Leaving the origin out matters: the condition $u(r)\to0$ as $r\to0$ would exclude the irregular solution, and together with an exact starting value it would leave no room for the slope error studied below.

## The error as a function of radius

Let $l$ be a natural number and $r_0>0$ the starting radius. The solution one wants is the regular wave $r^{l+1}$. Suppose that the starting value is right and the starting slope is off by $d$:

$$u(r_0)=r_0^{\,l+1},\qquad v(r_0)=(l+1)r_0^{\,l}+d .$$

Define the signed relative error $\varepsilon(r)=u(r)/r^{l+1}-1$ and the constant $C=|d|/\big((2l+1)r_0^{\,l}\big)$. Then for every $r>0$

$$|\varepsilon(r)|=C\,\left|1-\left(\frac{r_0}{r}\right)^{2l+1}\right| .$$

If $d\neq 0$, it follows that $|\varepsilon(r)|<C$ for all $r\ge r_0$, while $|\varepsilon(r)|\to\infty$ as $r$ decreases to $0$. The constant is the best possible, since $|\varepsilon(r)|\to C$ as $r\to\infty$. Going inward with $d\neq0$, the error exceeds $C$ exactly where $2r^{2l+1}<r_0^{\,2l+1}$.

The bound can also be stated through the relative slope error $\delta=d/\big((l+1)r_0^{\,l}\big)$. In these terms $C=|\delta|(l+1)/(2l+1)$, which is never larger than $|\delta|$.

## Radial solvers and the direction of integration

A program that generates PAW datasets needs partial waves that are regular at the nucleus, and a common way to get them is to start near the origin and integrate outward. The formula supports that direction in a model with zero energy and no potential besides the centrifugal term: a slope error made at the start remains a bounded relative error. Integrated inward from $r_0$, the same error eventually swamps the regular wave.

The inward error passes the outward bound $C$ at the crossover radius $2^{-1/(2l+1)}r_0$. If $C$ is small, the error is still small there; it becomes as large as the regular wave only where $(r_0/r)^{2l+1}=1+1/C$. The crossover radius is $0.5\,r_0$ for $l=0$, about $0.79\,r_0$ for $l=1$ and about $0.87\,r_0$ for $l=2$. For higher $l$, the inward error passes the outward bound after a shorter distance.

The formula also gives a solver something to be compared with. Set the potential and the energy to zero, start with a deliberate slope error $d$, and compare the computed ratio $u(r)/r^{l+1}$ with the exact one.

## Derivation from two conserved amplitudes

The equation has the solutions $r^{l+1}$ and $r^{-l}$. Their amplitudes in a given wave can be read off from the value and the slope at any radius:

$$G(r)=\frac{r v+l u}{(2l+1)\,r^{l+1}},\qquad D(r)=\frac{r^{l}\big((l+1)u-r v\big)}{2l+1}.$$

Both are constant. For the numerator $N=rv+lu$ of $G$,

$$N'=v+r v'+l v=(l+1)v+\frac{l(l+1)}{r}u=\frac{l+1}{r}\,N ,$$

so $N/r^{l+1}$ has zero derivative. For $M=(l+1)u-rv$,

$$M'=(l+1)v-v-r v'=l v-\frac{l(l+1)}{r}u=-\frac{l}{r}\,M ,$$

so $r^{l}M$ has zero derivative.

Adding the two contributions at a radius $r$ gives back the wave:

$$G(r)\,r^{l+1}+\frac{D(r)}{r^{l}}=\frac{rv+lu+(l+1)u-rv}{2l+1}=u(r).$$

Since $G$ and $D$ do not depend on the radius, they may be evaluated at $r_0$. There $r_0v(r_0)=(l+1)r_0^{\,l+1}+d\,r_0$, and therefore

$$G=1+\frac{d}{(2l+1)r_0^{\,l}},\qquad D=-\frac{d\,r_0^{\,l+1}}{2l+1}.$$

Dividing $u=G\,r^{l+1}+D\,r^{-l}$ by $r^{l+1}$ and subtracting $1$ yields

$$\varepsilon(r)=\frac{d}{(2l+1)r_0^{\,l}}-\frac{d\,r_0^{\,l+1}}{(2l+1)r^{2l+1}}
=\frac{d}{(2l+1)r_0^{\,l}}\left(1-\left(\frac{r_0}{r}\right)^{2l+1}\right).$$

Taking absolute values gives the formula for $|\varepsilon|$. Now write $x=(r_0/r)^{2l+1}$, which is positive.

- For $r\ge r_0$ we have $0<x\le 1$, so $0\le 1-x<1$ and $|\varepsilon|<C$ when $d\ne0$.
- As $r$ decreases to $0$, $x\to\infty$. Since $|1-x|\ge x-1$, the error diverges when $d\neq0$.
- As $r\to\infty$, $x\to0$ and $|\varepsilon|\to C$.
- Because $x>0$, the inequality $|1-x|>1$ means $x>2$, which is $2r^{2l+1}<r_0^{\,2l+1}$.

**The case $l=0$.** The equation is $u''=0$, and the wave is the straight line $u(r)=r+d(r-r_0)$. Its relative error is $d(1-r_0/r)$, with the outward bound $|d|$. The absolute error of $u$, which is $d(r-r_0)$ up to sign, stays finite at the origin; for $d\neq0$ the relative error diverges because the regular wave $r$ vanishes there. For $l\ge1$ and $d\neq0$ the absolute error diverges too, like $r^{-l}$.

## The Lean file

```lean
import Mathlib

open Filter Topology

namespace PartialWaveIntegration

noncomputable section

/-- The pair `(u, v)` is a free radial partial wave at zero energy: on `r > 0`, `v` is the slope
of `u`, and `u'' = l (l + 1) u / r ^ 2`. -/
def IsPartialWave (l : ℕ) (u v : ℝ → ℝ) : Prop :=
  ∀ r : ℝ, 0 < r → HasDerivAt u (v r) r ∧ HasDerivAt v (l * (l + 1) * u r / r ^ 2) r

/-- At the radius `r0` the wave has the value of the regular solution `r ^ (l + 1)`, and its
slope differs from the regular one by `d`. -/
def StartsWithSlopeError (l : ℕ) (r0 d : ℝ) (u v : ℝ → ℝ) : Prop :=
  u r0 = r0 ^ (l + 1) ∧ v r0 = (l + 1) * r0 ^ l + d

/-- Amplitude of the growing solution `r ^ (l + 1)`, read off at the radius `r > 0`. -/
def growing (l : ℕ) (u v : ℝ → ℝ) (r : ℝ) : ℝ :=
  (r * v r + l * u r) / ((2 * l + 1) * r ^ (l + 1))

/-- Amplitude of the solution `1 / r ^ l`, read off at the radius `r > 0`. It is called decaying,
although for `l = 0` this solution is constant. -/
def decaying (l : ℕ) (u v : ℝ → ℝ) (r : ℝ) : ℝ :=
  r ^ l * ((l + 1) * u r - r * v r) / (2 * l + 1)

/-- Signed relative deviation of `u` from the regular solution `r ^ (l + 1)`, for `r > 0`. -/
def relativeError (l : ℕ) (u : ℝ → ℝ) (r : ℝ) : ℝ := u r / r ^ (l + 1) - 1

/-- Away from the origin the slope of the power `r ^ n` is `n r ^ n / r`. -/
theorem hasDerivAt_power (n : ℕ) {r : ℝ} (hr : r ≠ 0) :
    HasDerivAt (fun x : ℝ => x ^ n) (n * r ^ n / r) r := by
  refine (hasDerivAt_pow n r).congr_deriv ?_
  rcases n with _ | n
  · simp
  · rw [Nat.add_sub_cancel, pow_succ]
    field_simp

/-- The growing and decaying amplitudes of a partial wave are the same at any two positive
radii. -/
theorem amplitudes_conserved {l : ℕ} {u v : ℝ → ℝ} (h : IsPartialWave l u v)
    {a b : ℝ} (ha : 0 < a) (hb : 0 < b) :
    growing l u v a = growing l u v b ∧ decaying l u v a = decaying l u v b := by
  -- a function with vanishing slope on the half-line is constant there
  have const : ∀ f : ℝ → ℝ, (∀ r, 0 < r → HasDerivAt f 0 r) → f a = f b := fun f hf =>
    isOpen_Ioi.is_const_of_deriv_eq_zero isPreconnected_Ioi
      (fun x hx => (hf x hx).differentiableAt.differentiableWithinAt)
      (fun x hx => (hf x hx).deriv) ha hb
  constructor
  · refine const _ fun r hr => ?_
    obtain ⟨hu, hv⟩ := h r hr
    have h1 := ((hasDerivAt_id' r).fun_mul hv).fun_add (hu.const_mul (l : ℝ))
    have h2 := (hasDerivAt_power (l + 1) hr.ne').const_mul (2 * (l : ℝ) + 1)
    refine (h1.fun_div h2 (by positivity)).congr_deriv ?_
    push_cast
    field_simp
    ring
  · refine const _ fun r hr => ?_
    obtain ⟨hu, hv⟩ := h r hr
    have h1 := (hu.const_mul ((l : ℝ) + 1)).fun_sub ((hasDerivAt_id' r).fun_mul hv)
    have h2 := ((hasDerivAt_power l hr.ne').fun_mul h1).div_const (2 * (l : ℝ) + 1)
    refine h2.congr_deriv ?_
    field_simp
    ring

/-- A partial wave is, at every `r > 0`, the superposition of the growing and the decaying
solution with the amplitudes read off at any radius `r0 > 0`. -/
theorem eq_superposition {l : ℕ} {u v : ℝ → ℝ} (h : IsPartialWave l u v)
    {r0 r : ℝ} (hr0 : 0 < r0) (hr : 0 < r) :
    u r = growing l u v r0 * r ^ (l + 1) + decaying l u v r0 / r ^ l := by
  obtain ⟨hg, hd⟩ := amplitudes_conserved h hr0 hr
  rw [hg, hd, growing, decaying]
  field_simp
  ring

/-- Every superposition `A r ^ (l + 1) + B / r ^ l` is a partial wave. -/
theorem superposition_isPartialWave (l : ℕ) (A B : ℝ) :
    IsPartialWave l (fun r => A * r ^ (l + 1) + B / r ^ l)
      (fun r => A * (l + 1) * r ^ l - B * l / r ^ (l + 1)) := by
  intro r hr
  have p0 := hasDerivAt_power l hr.ne'
  have p1 := hasDerivAt_power (l + 1) hr.ne'
  constructor
  · refine ((p1.const_mul A).fun_add
      ((hasDerivAt_const r B).fun_div p0 (by positivity))).congr_deriv ?_
    push_cast
    field_simp
    ring
  · refine ((p0.const_mul (A * (l + 1))).fun_sub
      ((hasDerivAt_const r (B * l)).fun_div p1 (by positivity))).congr_deriv ?_
    push_cast
    field_simp
    ring

/-- For every `r0 > 0` and every slope error `d`, the superposition with the amplitudes
`1 + d / ((2 l + 1) r0 ^ l)` and `-d r0 ^ (l + 1) / (2 l + 1)` has the prescribed data at `r0`. -/
theorem startsWithSlopeError_witness (l : ℕ) {r0 : ℝ} (d : ℝ) (hr0 : 0 < r0) :
    let A := 1 + d / ((2 * l + 1) * r0 ^ l)
    let B := -(d * r0 ^ (l + 1) / (2 * l + 1))
    StartsWithSlopeError l r0 d (fun r => A * r ^ (l + 1) + B / r ^ l)
      (fun r => A * (l + 1) * r ^ l - B * l / r ^ (l + 1)) := by
  intro A B
  constructor
  · simp only [A, B]
    field_simp
    ring
  · simp only [A, B]
    field_simp
    ring

/-- The size of the relative error at `r > 0`, caused by a slope error `d` at `r0 > 0`, is
`|d| / ((2 l + 1) r0 ^ l)` times `|1 - (r0 / r) ^ (2 l + 1)|`. -/
theorem abs_relativeError {l : ℕ} {u v : ℝ → ℝ} {r0 d r : ℝ} (h : IsPartialWave l u v)
    (hs : StartsWithSlopeError l r0 d u v) (hr0 : 0 < r0) (hr : 0 < r) :
    |relativeError l u r|
      = |d| / ((2 * l + 1) * r0 ^ l) * |1 - (r0 / r) ^ (2 * l + 1)| := by
  have hx : (r0 / r) ^ (2 * l + 1) = r0 ^ l * r0 ^ l * r0 / (r ^ l * r ^ l * r) := by
    rw [div_pow]
    congr 1 <;> ring
  -- the signed error follows from the two amplitudes at `r0`
  have key : relativeError l u r
      = d / ((2 * l + 1) * r0 ^ l) * (1 - (r0 / r) ^ (2 * l + 1)) := by
    rw [relativeError, eq_superposition h hr0 hr, growing, decaying, hs.1, hs.2, hx]
    simp only [pow_succ]
    field_simp
    ring
  have hpos : (0 : ℝ) < (2 * l + 1) * r0 ^ l := by positivity
  rw [key, abs_mul, abs_div, abs_of_pos hpos]

/-- For a nonzero slope error `d` at `r0 > 0`, the absolute value of the relative error is below
`|d| / ((2 l + 1) r0 ^ l)` at all `r ≥ r0`, but tends to infinity as `r` decreases to `0`. -/
theorem outward_bounded_inward_diverges {l : ℕ} {u v : ℝ → ℝ} {r0 d : ℝ}
    (h : IsPartialWave l u v) (hs : StartsWithSlopeError l r0 d u v)
    (hr0 : 0 < r0) (hd : d ≠ 0) :
    (∀ r, r0 ≤ r → |relativeError l u r| < |d| / ((2 * l + 1) * r0 ^ l)) ∧
      Tendsto (fun r => |relativeError l u r|) (𝓝[>] 0) atTop := by
  have hd' : 0 < |d| := abs_pos.mpr hd
  have hC : 0 < |d| / ((2 * l + 1) * r0 ^ l) := by positivity
  constructor
  · intro r hr
    have hrp : 0 < r := hr0.trans_le hr
    have hx0 : 0 < (r0 / r) ^ (2 * l + 1) := by positivity
    have hx1 : (r0 / r) ^ (2 * l + 1) ≤ 1 :=
      pow_le_one₀ (by positivity) ((div_le_one hrp).mpr hr)
    rw [abs_relativeError h hs hr0 hrp]
    exact mul_lt_of_lt_one_right hC (abs_lt.mpr ⟨by linarith, by linarith⟩)
  · -- near the origin the decaying solution takes over
    have h1 : Tendsto (fun r : ℝ => r0 / r) (𝓝[>] 0) atTop := by
      simp only [div_eq_mul_inv]
      exact tendsto_inv_nhdsGT_zero.const_mul_atTop hr0
    have h2 : Tendsto (fun r : ℝ => (r0 / r) ^ (2 * l + 1)) (𝓝[>] 0) atTop :=
      (tendsto_pow_atTop (by omega)).comp h1
    have h3 : Tendsto (fun r : ℝ => |1 - (r0 / r) ^ (2 * l + 1)|) (𝓝[>] 0) atTop := by
      refine tendsto_atTop_mono (fun r => ?_) (tendsto_atTop_add_const_right _ (-1) h2)
      have := neg_le_abs (1 - (r0 / r) ^ (2 * l + 1))
      linarith
    refine (h3.const_mul_atTop hC).congr' ?_
    filter_upwards [self_mem_nhdsWithin] with r hr
    exact (abs_relativeError h hs hr0 hr).symm

/-- For a slope error `d` at `r0 > 0`, the absolute value of the relative error tends to
`|d| / ((2 l + 1) r0 ^ l)` as `r` tends to infinity, so the outward bound is sharp. -/
theorem outward_bound_sharp {l : ℕ} {u v : ℝ → ℝ} {r0 d : ℝ}
    (h : IsPartialWave l u v) (hs : StartsWithSlopeError l r0 d u v) (hr0 : 0 < r0) :
    Tendsto (fun r => |relativeError l u r|) atTop
      (𝓝 (|d| / ((2 * l + 1) * r0 ^ l))) := by
  have h1 : Tendsto (fun r : ℝ => r0 / r) atTop (𝓝 0) :=
    tendsto_const_nhds.div_atTop tendsto_id
  have h2 := h1.pow (2 * l + 1)
  rw [zero_pow (by omega)] at h2
  have h3 := ((h2.const_sub 1).abs).const_mul (|d| / ((2 * l + 1) * r0 ^ l))
  rw [sub_zero, abs_one, mul_one] at h3
  refine h3.congr' ?_
  filter_upwards [eventually_gt_atTop 0] with r hr
  exact (abs_relativeError h hs hr0 hr).symm

/-- For a nonzero slope error `d` at `r0 > 0`, the absolute value of the relative error at `r > 0`
exceeds the outward bound `|d| / ((2 l + 1) r0 ^ l)` exactly when
`2 r ^ (2 l + 1) < r0 ^ (2 l + 1)`. -/
theorem exceeds_outward_bound_iff {l : ℕ} {u v : ℝ → ℝ} {r0 d r : ℝ}
    (h : IsPartialWave l u v) (hs : StartsWithSlopeError l r0 d u v)
    (hr0 : 0 < r0) (hd : d ≠ 0) (hr : 0 < r) :
    |d| / ((2 * l + 1) * r0 ^ l) < |relativeError l u r| ↔
      2 * r ^ (2 * l + 1) < r0 ^ (2 * l + 1) := by
  have hd' : 0 < |d| := abs_pos.mpr hd
  have hC : 0 < |d| / ((2 * l + 1) * r0 ^ l) := by positivity
  have hx0 : 0 < (r0 / r) ^ (2 * l + 1) := by positivity
  have hx : 2 < (r0 / r) ^ (2 * l + 1) ↔ 2 * r ^ (2 * l + 1) < r0 ^ (2 * l + 1) := by
    rw [div_pow, lt_div_iff₀ (by positivity)]
  rw [abs_relativeError h hs hr0 hr, lt_mul_iff_one_lt_right hC, ← hx, lt_abs]
  constructor
  · rintro (h1 | h1) <;> linarith
  · intro h1
    right
    linarith

end

end PartialWaveIntegration
```

```lean
#print axioms PartialWaveIntegration.superposition_isPartialWave
-- 'PartialWaveIntegration.superposition_isPartialWave' depends on axioms: [propext, Classical.choice, Quot.sound]
#print axioms PartialWaveIntegration.outward_bounded_inward_diverges
-- 'PartialWaveIntegration.outward_bounded_inward_diverges' depends on axioms: [propext, Classical.choice, Quot.sound]
#print axioms PartialWaveIntegration.outward_bound_sharp
-- 'PartialWaveIntegration.outward_bound_sharp' depends on axioms: [propext, Classical.choice, Quot.sound]
#print axioms PartialWaveIntegration.exceeds_outward_bound_iff
-- 'PartialWaveIntegration.exceeds_outward_bound_iff' depends on axioms: [propext, Classical.choice, Quot.sound]
```

## Reading the theorems

`IsPartialWave l u v` is the first-order system. `HasDerivAt` says that the derivative exists and has the given value, and this is required at every $r>0$. The functions are defined on all of `ℝ`, but their values at $r\le0$ are unconstrained and play no role. `StartsWithSlopeError l r0 d u v` contains the two starting conditions, and `relativeError` is $\varepsilon$ with its sign. The amplitudes $G$ and $D$ are `growing` and `decaying`.

The main theorem, `outward_bounded_inward_diverges`, applies to every pair $(u,v)$ that satisfies the system and the starting conditions with $r_0>0$ and $d\neq0$. Its first part is the strict bound for all $r\ge r_0$. Its second part is the divergence, where `𝓝[>] 0` means that $r$ approaches $0$ from above and `atTop` stands for $+\infty$. With $d=0$ the error vanishes at every $r>0$, so both the strict inequality and the divergence fail.

Such pairs exist for every $l$, $r_0>0$ and $d$: `superposition_isPartialWave` shows that any combination of the two powers solves the system, and `startsWithSlopeError_witness` gives the coefficients that match the starting data.

The formula for $|\varepsilon|$ is `abs_relativeError`, the limit at large distance is `outward_bound_sharp`, and the crossover is `exceeds_outward_bound_iff`.

## From conserved amplitudes to limits in Lean

`hasDerivAt_power` writes the slope of $r^n$ as $n r^n/r$, which avoids the exponent $n-1$ at $n=0$. `amplitudes_conserved` then differentiates $G$ and $D$ by the product and quotient rules. After `congr_deriv` it remains to show that the resulting expression is zero, and `field_simp` and `ring` do the algebra that was done above with $N$ and $M$. The local statement `const` turns a zero derivative on the half-line into equality at two radii, using that the half-line is open and connected.

`eq_superposition` replaces the amplitudes at $r_0$ by those at $r$ and adds the two terms. This covers every solution directly, without an appeal to a general uniqueness theorem for differential equations. In `abs_relativeError`, the step `key` is the signed formula for $\varepsilon$, and the last line takes absolute values.

In the main theorem, `hx0` and `hx1` are the bounds $0<x\le1$ for the outward part. For the inward part, `h1`, `h2` and `h3` follow $r_0/r$, then $x$, then $|1-x|$ to infinity, the last by comparison with $x-1$. The step `congr'` carries the limit over to the relative error, which agrees with the formula for $r>0$. In the crossover theorem, `lt_abs` splits $1<|1-x|$ into two cases, and positivity of $x$ rules out the first.

## Exact solutions, one initial error, no potential

The theorems guarantee the behaviour of exact solutions over the real numbers. They describe how one slope error at $r_0$ propagates when the starting value is exact. They say nothing about a grid, a step size, the stability of a particular integration scheme, or rounding errors that enter at later steps.

The outward guarantee concerns the relative error. The absolute error $|u(r)-r^{l+1}|$ grows without bound as $r\to\infty$ when $d\neq0$, asymptotically in proportion to the regular wave itself.

The equation contains neither an atomic potential nor an energy term. In the nonrelativistic radial equation with $l\ge1$ and a potential no more singular than $1/r$, the centrifugal term dominates close to the nucleus, so the model has the right leading behaviour there; carrying the bound over to a full PAW partial wave would need a separate estimate. The starting value $r_0^{\,l+1}$ also fixes the normalisation. If a code scales its wave by a nonzero factor $c$, its slope error must be divided by $c$ before it is used as $d$.
